# Stabiliser orders relate saddles per minimum to minima per saddle when each set is one symmetry class

## A double well with one barrier

Take a particle in a symmetric double well, \(V(-q)=V(q)\), with minima at \(\pm q_0\) and one barrier top at \(q=0\). The symmetry group consists of the identity and the reflection \(q\mapsto -q\).

Each minimum meets one saddle, and the saddle meets two minima. The reflection exchanges the minima, so only the identity fixes a minimum, but both operations fix the saddle. The counts and the numbers of fixing operations satisfy

\[
1\cdot 2 = 2\cdot 1 .
\]

The saddle has twice the symmetry of a minimum, and it is shared by twice as many partners.

## Equivalent wells and equivalent barriers

In a molecule with identical nuclei, permuting their labels turns a minimum into the same or another version of its structure, and likewise for a saddle. Versions that differ only by an overall translation or rotation count as one. How many equivalent saddles lead out of one minimum? This number is the reaction-path degeneracy. In transition-state theory it multiplies the rate through a single saddle, computed without rotational symmetry numbers, provided that each saddle joins two different minima and that all the saddles belong to one symmetry class.

Let \(G\) be a finite group acting on a set \(X\) of minima and a set \(Y\) of saddles. Write \(R(x,y)\) when saddle \(y\) is joined to minimum \(x\), and define

- \(a(x)\), the number of saddles joined to \(x\);
- \(b(y)\), the number of minima joined to \(y\);
- \(G_x\) and \(G_y\), the stabilisers, that is, the subgroups of operations fixing \(x\) and \(y\).

Two conditions carry the physics. Invariance, \(R(gx,gy)\Leftrightarrow R(x,y)\), says that a symmetry operation carries connected structures to connected structures. Transitivity says that any two minima are related by symmetry, and so are any two saddles. Then, for every \(x\) and \(y\),

\[
a(x)\,|G_y| = b(y)\,|G_x| .
\]

If a saddle joins two minima, \(a=2|G_x|/|G_y|\). For a reaction between different species, \(X\) can hold the reactant minima alone; if each saddle meets one of them, \(a=|G_x|/|G_y|\).

## The statement in Lean

The types `X` and `Y` hold the labelled structures, and `R : X → Y → Prop` is the connectivity. The counts \(a(x)\) and \(b(y)\) are `saddleCount R x` and `minimumCount R y`. Invariance is `IsInvariant G R`, transitivity is `IsPretransitive`, and \(|G_x|\) is `Nat.card (stabilizer G x)`. The main theorem, `saddleCount_mul_card_stabilizer`, assumes that `G` is finite; finiteness of `X` and `Y` follows. Some auxiliary lemmas omit finiteness, and there `Nat.card` assigns the value 0 to an infinite set.

The model contains no potential energy surface. To apply the main theorem, the user must obtain \(R\) from the actual downhill paths and check that the chosen group preserves it and acts transitively on the minima and on the saddles. Also, \(b\) counts distinct minima, not path ends: a saddle whose two downhill paths reach the same minimum has \(b=1\).

## Counting joined pairs twice

**Equal counts.** If \(x'=gx\), then \(y\mapsto gy\) sends the saddles at \(x\) to those at \(x'\), and \(g^{-1}\) reverses it. By transitivity \(a\) is the same for all minima. The same argument makes \(b\) constant on saddles.

**Pairs.** Count the pairs \((x,y)\) with \(R(x,y)\), first by minimum and then by saddle:

\[
|X|\,a=|Y|\,b .
\]

**Orbits.** The map \(g\mapsto gx\) reaches every minimum. Two operations \(g,h\) give the same minimum exactly when \(g^{-1}h\in G_x\), so each minimum is reached by \(|G_x|\) operations. With the same argument for saddles,

\[
|G_x|\,|X|=|G|=|G_y|\,|Y| .
\]

**Cancellation.** Combining these,

\[
|X|\,a\,|G_y| = b\,|Y|\,|G_y| = b\,|G| = |X|\,b\,|G_x| ,
\]

and \(|X|>0\) can be cancelled.

**A local formula.** Suppose that \(y\) is joined to \(x\) and that operations in \(G_x\) carry \(y\) to every saddle at \(x\). Invariance keeps all images of \(y\) under \(G_x\) joined to \(x\), so these saddles form exactly one orbit of \(G_x\). The operations in \(G_x\) that fix \(y\) form \(G_x\cap G_y\), hence

\[
a(x)=\frac{|G_x|}{|G_x\cap G_y|} .
\]

This needs invariance but no transitivity on all of \(X\) or \(Y\).

## The complete file

```lean
import Mathlib

open MulAction

namespace ReactionPathDegeneracy

variable {G X Y : Type*} [Group G] [MulAction G X] [MulAction G Y]

/-- The number of saddles joined to the minimum `x`, where `R x y` says that the saddle `y` is
joined to the minimum `x`. An infinite set of saddles is counted as 0. -/
noncomputable def saddleCount {X Y : Type*} (R : X → Y → Prop) (x : X) : ℕ :=
  Nat.card {y // R x y}

/-- The number of minima joined to the saddle `y`, where `R x y` says that `y` is joined to the
minimum `x`. An infinite set of minima is counted as 0. -/
noncomputable def minimumCount {X Y : Type*} (R : X → Y → Prop) (y : Y) : ℕ :=
  Nat.card {x // R x y}

/-- The symmetry group preserves the connectivity: a saddle and a minimum are joined
exactly when their images under each symmetry operation are joined. -/
def IsInvariant (G : Type*) {X Y : Type*} [Group G] [MulAction G X] [MulAction G Y]
    (R : X → Y → Prop) : Prop :=
  ∀ (g : G) (x : X) (y : Y), R (g • x) (g • y) ↔ R x y

/-- If the symmetry group preserves the connectivity and acts transitively on the minima,
then all minima are joined to equally many saddles. -/
theorem saddleCount_eq [IsPretransitive G X] {R : X → Y → Prop}
    (hR : IsInvariant G R) (x x' : X) : saddleCount R x = saddleCount R x' := by
  obtain ⟨g, rfl⟩ := exists_smul_eq G x x'
  unfold saddleCount
  -- the operation `g` carries the saddles at `x` onto the saddles at `g • x`
  exact Nat.card_congr
    ((MulAction.toPerm g).subtypeEquiv fun y => (hR g x y).symm)

/-- If the symmetry group preserves the connectivity and acts transitively on the saddles,
then all saddles are joined to equally many minima. -/
theorem minimumCount_eq [IsPretransitive G Y] {R : X → Y → Prop}
    (hR : IsInvariant G R) (y y' : Y) : minimumCount R y = minimumCount R y' :=
  saddleCount_eq (G := G) (R := fun y x => R x y) (fun g y x => hR g x y) y y'

/-- Counting joined pairs from either end: for finite sets of minima and saddles, on each of
which a connectivity-preserving group acts transitively, the number of minima times the saddles
per minimum equals the number of saddles times the minima per saddle. -/
theorem card_mul_saddleCount [Finite X] [Finite Y] [IsPretransitive G X]
    [IsPretransitive G Y] {R : X → Y → Prop} (hR : IsInvariant G R) (x : X) (y : Y) :
    Nat.card X * saddleCount R x = Nat.card Y * minimumCount R y := by
  cases nonempty_fintype X
  cases nonempty_fintype Y
  -- the same set of joined pairs, sorted by minimum or by saddle
  let e : (Σ x : X, {y : Y // R x y}) ≃ (Σ y : Y, {x : X // R x y}) :=
    { toFun := fun p => ⟨p.2.1, ⟨p.1, p.2.2⟩⟩
      invFun := fun p => ⟨p.2.1, ⟨p.1, p.2.2⟩⟩
      left_inv := fun _ => rfl
      right_inv := fun _ => rfl }
  have h := Nat.card_congr e
  rw [Nat.card_sigma, Nat.card_sigma] at h
  have hx : ∀ z : X, Nat.card {y : Y // R z y} = saddleCount R x :=
    fun z => saddleCount_eq hR z x
  have hy : ∀ z : Y, Nat.card {x : X // R x z} = minimumCount R y :=
    fun z => minimumCount_eq hR z y
  simpa [hx, hy, Nat.card_eq_fintype_card] using h

/-- For a transitive action, the order of the stabiliser of a structure times the number of its
symmetry-related versions is the order of the group, where the size of any infinite set is counted
as 0. -/
theorem card_stabilizer_mul_card [IsPretransitive G X] (x : X) :
    Nat.card (stabilizer G x) * Nat.card X = Nat.card G := by
  have h := Subgroup.card_mul_index (stabilizer G x)
  rwa [index_stabilizer_of_transitive] at h

/-- Reaction-path degeneracy: let a finite group preserve the connectivity and act transitively
on the minima and on the saddles. Then the saddles per minimum times the stabiliser order of a
saddle equals the minima per saddle times the stabiliser order of a minimum. -/
theorem saddleCount_mul_card_stabilizer [Finite G] [IsPretransitive G X]
    [IsPretransitive G Y] {R : X → Y → Prop} (hR : IsInvariant G R) (x : X) (y : Y) :
    saddleCount R x * Nat.card (stabilizer G y) =
      minimumCount R y * Nat.card (stabilizer G x) := by
  -- a finite group has finite orbits
  have : Finite X := Finite.of_surjective (fun g : G => g • x) (exists_smul_eq G x)
  have : Finite Y := Finite.of_surjective (fun g : G => g • y) (exists_smul_eq G y)
  have : Nonempty X := ⟨x⟩
  have hpairs := card_mul_saddleCount hR x y
  have hX := card_stabilizer_mul_card (G := G) x
  have hY := card_stabilizer_mul_card (G := G) y
  have hpos : 0 < Nat.card X := Nat.card_pos
  -- both sides become `minimumCount R y * |G|` after multiplication by `|X|`
  apply Nat.eq_of_mul_eq_mul_left hpos
  calc Nat.card X * (saddleCount R x * Nat.card (stabilizer G y))
      = (Nat.card X * saddleCount R x) * Nat.card (stabilizer G y) := by ring
    _ = minimumCount R y * (Nat.card (stabilizer G y) * Nat.card Y) := by
        rw [hpairs]; ring
    _ = minimumCount R y * (Nat.card (stabilizer G x) * Nat.card X) := by rw [hY, hX]
    _ = Nat.card X * (minimumCount R y * Nat.card (stabilizer G x)) := by ring

/-- Let a finite group preserve the connectivity and act transitively on minima and on saddles.
If a saddle joins exactly two minima, the number of saddles at each minimum is twice the
stabiliser order of the minimum divided by that of the saddle. -/
theorem saddleCount_of_two_minima [Finite G] [IsPretransitive G X]
    [IsPretransitive G Y] {R : X → Y → Prop} (hR : IsInvariant G R) (x : X) (y : Y)
    (hy : minimumCount R y = 2) :
    (saddleCount R x : ℚ) =
      2 * Nat.card (stabilizer G x) / Nat.card (stabilizer G y) := by
  have h := saddleCount_mul_card_stabilizer hR x y
  rw [hy] at h
  have hpos : (Nat.card (stabilizer G y) : ℚ) ≠ 0 :=
    Nat.cast_ne_zero.mpr Nat.card_pos.ne'
  rw [eq_div_iff hpos]
  exact_mod_cast h

/-- Let a finite group preserve the connectivity, and let `y` be a saddle at the minimum `x`.
If operations fixing `x` carry `y` to every saddle at `x`, the number of these saddles is the
stabiliser order of `x` divided by the number of operations fixing both `x` and `y`. -/
theorem saddleCount_of_equivalent_paths [Finite G] {R : X → Y → Prop}
    (hR : IsInvariant G R) {x : X} {y : Y} (hxy : R x y)
    (hpath : ∀ y', R x y' → ∃ g : G, g • x = x ∧ g • y = y') :
    (saddleCount R x : ℚ) =
      Nat.card (stabilizer G x) /
        Nat.card (stabilizer G x ⊓ stabilizer G y : Subgroup G) := by
  -- the saddles at `x` form one orbit of the stabiliser of `x`
  have horb : orbit (stabilizer G x) y = {y' | R x y'} := by
    ext y'
    constructor
    · rintro ⟨g, rfl⟩
      have h := (hR g.1 x y).mpr hxy
      rw [mem_stabilizer_iff.mp g.2] at h
      exact h
    · intro h
      obtain ⟨g, hgx, hgy⟩ := hpath y' h
      exact ⟨⟨g, mem_stabilizer_iff.mpr hgx⟩, hgy⟩
  have hcount : (orbit (stabilizer G x) y).ncard = saddleCount R x := by
    rw [horb, ← Nat.card_coe_set_eq]
    rfl
  -- operations fixing `y` inside the stabiliser of `x` are those fixing both
  let e : stabilizer (stabilizer G x) y ≃ (stabilizer G x ⊓ stabilizer G y : Subgroup G) :=
    { toFun := fun p => ⟨p.1.1, ⟨p.1.2, p.2⟩⟩
      invFun := fun p => ⟨⟨p.1, p.2.1⟩, p.2.2⟩
      left_inv := fun _ => rfl
      right_inv := fun _ => rfl }
  have h := Subgroup.card_mul_index (stabilizer (stabilizer G x) y)
  rw [index_stabilizer, hcount, Nat.card_congr e, mul_comm] at h
  have hpos : (Nat.card (stabilizer G x ⊓ stabilizer G y : Subgroup G) : ℚ) ≠ 0 :=
    Nat.cast_ne_zero.mpr Nat.card_pos.ne'
  rw [eq_div_iff hpos]
  exact_mod_cast h

/-- A model network with three minima and six saddles labelled by the permutations of three
labels: the saddle `s` is joined to the minima `s 0` and `s 1`. -/
def modelJoin (x : Fin 3) (s : Equiv.Perm (Fin 3)) : Prop := s 0 = x ∨ s 1 = x

/-- In the model network the permutation group of three labels acts transitively on minima and
on saddles and preserves the connectivity; each minimum has four saddles and each saddle two
minima. -/
theorem modelJoin_witness :
    IsPretransitive (Equiv.Perm (Fin 3)) (Fin 3) ∧
    IsPretransitive (Equiv.Perm (Fin 3)) (Equiv.Perm (Fin 3)) ∧
    IsInvariant (Equiv.Perm (Fin 3)) modelJoin ∧
    (∀ x, saddleCount modelJoin x = 4) ∧ (∀ s, minimumCount modelJoin s = 2) := by
  refine ⟨⟨fun x y => ⟨Equiv.swap x y, Equiv.swap_apply_left x y⟩⟩,
    ⟨fun s t => ⟨t * s⁻¹, by simp⟩⟩, ?_, ?_, ?_⟩
  · intro g x s
    change (g (s 0) = g x ∨ g (s 1) = g x) ↔ (s 0 = x ∨ s 1 = x)
    simp only [g.injective.eq_iff]
  · -- enumerate the six saddles
    have h : ∀ x : Fin 3,
        Fintype.card {s : Equiv.Perm (Fin 3) // s 0 = x ∨ s 1 = x} = 4 := by
      decide +kernel
    intro x
    have hx := h x
    rw [← Nat.card_eq_fintype_card] at hx
    exact hx
  · -- enumerate the three minima
    have h : ∀ s : Equiv.Perm (Fin 3),
        Fintype.card {x : Fin 3 // s 0 = x ∨ s 1 = x} = 2 := by
      decide +kernel
    intro s
    have hs := h s
    rw [← Nat.card_eq_fintype_card] at hs
    exact hs

end ReactionPathDegeneracy
```

```lean
#print axioms ReactionPathDegeneracy.saddleCount_of_two_minima
#print axioms ReactionPathDegeneracy.saddleCount_of_equivalent_paths
```

```
'ReactionPathDegeneracy.saddleCount_of_two_minima' depends on axioms: [propext, Classical.choice, Quot.sound]
'ReactionPathDegeneracy.saddleCount_of_equivalent_paths' depends on axioms: [propext, Classical.choice, Quot.sound]
```

## From the bijections to the cancellation

`saddleCount_eq` turns the operation `g` into a bijection between the two sets of saddles. `minimumCount_eq` applies the same lemma with the roles of minima and saddles exchanged.

In `card_mul_saddleCount`, the equivalence `e` regroups the joined pairs from "minimum, then saddle" to "saddle, then minimum". `Nat.card_sigma` turns each side into a sum, and `hx` and `hy` replace its terms by constants. `card_stabilizer_mul_card` is the orbit count, obtained from the index of the stabiliser.

The main theorem first derives finiteness of both sets from the surjections \(g\mapsto gx\) and \(g\mapsto gy\). Its `calc` block is the cancellation above, with both sides multiplied by \(|X|\).

`saddleCount_of_two_minima` sets \(b=2\) and divides in the rational numbers. In `saddleCount_of_equivalent_paths`, `horb` identifies the saddles at \(x\) with one orbit, and `e` identifies the stabiliser of \(y\) inside \(G_x\) with \(G_x\cap G_y\).

The last theorem, `modelJoin_witness`, checks a combinatorial network with three minima and six saddles, two between each pair of minima. Transitivity comes from explicit permutations, and `decide +kernel` enumerates the partners to give \(a=4\) and \(b=2\). Here \(|G_x|=2\) and \(|G_y|=1\), so the identity reads \(4\cdot1=2\cdot2\). The four saddles at a minimum split into two orbits of \(G_x\), so the local formula does not apply to this network, although all six saddles are equivalent under the full group.
